# The Mott–Schottky line of a majority-carrier space-charge layer, with its thermal offset

Suppose the flat-band potential of a uniformly doped, non-degenerate semiconductor electrode is read from a plot of $1/C^2$ against potential, and the depletion layer is treated as completely empty of carriers. The extrapolated line is then taken to reach zero at flat band, and the answer is wrong by one thermal voltage, about 26 mV at 300 K. The band edges placed relative to that potential move with it. The error comes from the carriers that leak into the edge of the layer, and keeping them in Poisson's equation gives the correct intercept.

## From Poisson's equation to the line

Take a uniformly doped n-type semiconductor on $z\ge 0$, with its surface at $z=0$. Let $\phi(z)$ be minus the electrostatic potential relative to the bulk, so that depletion means $\phi>0$. Write $N$ for the charge density of the ionised donors (elementary charge times donor density), $\varepsilon$ for the permittivity, and $T$ for the thermal voltage $k_B\,\times$ temperature$\,/e$, not the temperature itself. With Boltzmann-distributed electrons the charge density is $N(1-e^{-\phi/T})$, and

$$\phi''=\frac{N}{\varepsilon}\left(1-e^{-\phi/T}\right),\qquad \phi(0)=V,\qquad \phi,\phi'\to 0 \text{ in the bulk}.$$

All three constants are positive, and $V$ is the band bending at the surface.

**Field and potential.** By the chain rule,

$$\frac{d}{dz}(\varepsilon\phi')^2=2\varepsilon N\phi'\left(1-e^{-\phi/T}\right)=\frac{d}{dz}\,2\varepsilon N\left(\phi-T+Te^{-\phi/T}\right).$$

The two differentiated quantities differ by a constant. Both tend to zero in the bulk, so they are equal at every depth. At the surface,

$$(\varepsilon\phi'(0))^2=2\varepsilon N\left(V-T+Te^{-V/T}\right).$$

**Sign of the charge.** Integrating the charge density gives the charge per area, $Q=\varepsilon[\phi'(\infty)-\phi'(0)]=-\varepsilon\phi'(0)$. To choose the root, note that

$$(\phi\phi')'=\phi'^2+\frac{N}{\varepsilon}\,\phi\left(1-e^{-\phi/T}\right)\ge 0,$$

because $\phi$ and $1-e^{-\phi/T}$ have the same sign. So $\phi\phi'$ rises towards its limit $0$ and is never positive. For $V>0$ this gives $\phi'(0)\le 0$, and $Q$ is the non-negative root.

**Capacitance.** Put $x=e^{-V/T}$. For $V>0$ the inequality $e^{-V/T}>1-V/T$ makes $Q^2$ positive. Differentiating $Q^2$ gives $2QC=2\varepsilon N(1-x)$, where $C=dQ/dV$ is the capacitance per area. Hence

$$\frac1{C^2}=\frac{Q^2}{(\varepsilon N)^2(1-x)^2}=\frac{2}{\varepsilon N}\,\frac{V-T+Tx}{(1-x)^2}.$$

Subtract the line and use $1-(1-x)^2=x(2-x)$:

$$\frac1{C^2}-\frac{2(V-T)}{\varepsilon N}=\frac{2}{\varepsilon N}\,\frac{Tx+(V-T)\,x(2-x)}{(1-x)^2}.$$

As $V$ grows, both $x$ and $Vx$ tend to zero, and so does the deviation.

## Reading doping and flat band from a fit

Let $U$ be the electrode potential and $U_{\rm fb}$ its flat-band value, with $V=U-U_{\rm fb}$. A straight-line fit of $1/C^2$ against $U$, made many thermal voltages into depletion, yields a slope $s$ and a zero crossing $U_0$. Then $N=2/(\varepsilon s)$ and $U_{\rm fb}=U_0-T$. At $V=4T$ the exact curve lies above the line by $0.13\,T$ measured along the potential axis, about 4% of $V-T=3T$. At $V=10T$ the shift is below $0.001\,T$.

The fit also rests on assumptions outside the formal hypotheses. Identifying $V$ with $U-U_{\rm fb}$ requires the whole change in electrode potential to fall across the semiconductor, and the measured capacitance must be that of the space-charge layer alone, without a contribution from surface states. In band-alignment work the flat-band potential places the bulk Fermi level, and a band edge follows once its distance from that level is known, for instance from the doping and the effective density of states. The result holds within a one-dimensional mean-field model with fixed uniform doping and no minority carriers. The limit of large $V$ belongs to that model; a real semiconductor may invert or break down first.

## The boundary-value problem in Lean

```lean
import Mathlib

open Filter Topology Set

namespace MottSchottky

noncomputable section

/-- A space-charge layer on `z ≥ 0`: the potential `φ` with slope `φ'` obeys the Poisson-Boltzmann
equation `φ'' = (N/ε)(1 - exp(-φ/T))`, equals `V` at the surface, and vanishes together with its
slope deep in the bulk. The equation is meant for nonzero `ε` and `T`, which the structure itself
does not require. -/
structure SpaceChargeLayer (ε N T V : ℝ) (φ φ' : ℝ → ℝ) : Prop where
  slope : ∀ z ∈ Ici (0 : ℝ), HasDerivWithinAt φ (φ' z) (Ici 0) z
  poisson : ∀ z ∈ Ici (0 : ℝ),
    HasDerivWithinAt φ' (N / ε * (1 - Real.exp (-φ z / T))) (Ici 0) z
  surface : φ 0 = V
  bulk : Tendsto φ atTop (𝓝 0)
  bulk_slope : Tendsto φ' atTop (𝓝 0)
```

`SpaceChargeLayer ε N T V φ φ'` says that the pair of real functions solves the problem above. The derivatives are taken within `Ici 0`, the half-line $z\ge0$, so they are one-sided at the surface. The fields `bulk` and `bulk_slope` are the two conditions at infinity. The structure itself contains no sign conditions; positivity enters as a hypothesis of each theorem that needs it.

```lean
/-- The square root `√(2 ε N (V - T + T exp(-V/T)))` as a function of `V`, for `T` nonzero. For
positive constants and `V > 0` it is the charge per area of a space-charge layer with surface
potential `V`; see `surface_charge`. -/
def sheetCharge (ε N T V : ℝ) : ℝ :=
  √(2 * ε * N * (V - T + T * Real.exp (-V / T)))
```

This is the closed formula for $Q(V)$ when $V>0$. It is only a name for the square root, and its equality with the physical charge is proved below.

## Field, sign and charge

```lean
variable {ε N T V : ℝ} {φ φ' : ℝ → ℝ}

/-- A quantity whose derivative is non-negative on the half-line never exceeds its
limit at infinity. -/
theorem le_bulk_value {f f' : ℝ → ℝ} {L z : ℝ}
    (hf : ∀ z ∈ Ici (0 : ℝ), HasDerivWithinAt f (f' z) (Ici 0) z)
    (hpos : ∀ z ∈ Ici (0 : ℝ), 0 ≤ f' z) (hL : Tendsto f atTop (𝓝 L)) (hz : 0 ≤ z) :
    f z ≤ L := by
  have hmono : MonotoneOn f (Ici 0) :=
    monotoneOn_of_hasDerivWithinAt_nonneg (convex_Ici 0)
      (fun x hx => (hf x hx).continuousWithinAt)
      (fun x hx => (hf x (interior_subset hx)).mono interior_subset)
      (fun x hx => hpos x (interior_subset hx))
  refine ge_of_tendsto hL ?_
  filter_upwards [eventually_ge_atTop z] with w hw
  exact hmono (mem_Ici.2 hz) (mem_Ici.2 (hz.trans hw)) hw
```

A non-negative derivative makes `f` monotone on the half-line. Every later value is then at least `f z`, and so is the limit. This lemma carries the boundary conditions at infinity back to finite depth.

```lean
/-- In a space-charge layer with `ε > 0`, the derivative of `ε φ'` is the charge term
`N (1 - exp(-φ/T))`. -/
theorem displacement_deriv (hε : 0 < ε) (h : SpaceChargeLayer ε N T V φ φ') {z : ℝ}
    (hz : 0 ≤ z) :
    HasDerivWithinAt (fun w => ε * φ' w) (N * (1 - Real.exp (-φ z / T))) (Ici 0) z := by
  have hc : ε * (N / ε) = N := by field_simp
  exact ((h.poisson z hz).const_mul ε).congr_deriv (by rw [← mul_assoc, hc])
```

Poisson's equation is multiplied by $\varepsilon$, which turns it into a statement about the displacement $\varepsilon\phi'$.

```lean
/-- First integral: for `ε, T > 0`, at every depth of a space-charge layer the squared displacement
is `2 ε N (φ - T + T exp(-φ/T))`. -/
theorem first_integral (hε : 0 < ε) (hT : 0 < T) (h : SpaceChargeLayer ε N T V φ φ')
    {z : ℝ} (hz : 0 ≤ z) :
    (ε * φ' z) ^ 2 = 2 * ε * N * (φ z - T + T * Real.exp (-φ z / T)) := by
  let G : ℝ → ℝ := fun w =>
    ε * φ' w * (ε * φ' w) - 2 * ε * N * (φ w - T + T * Real.exp (-φ w / T))
  -- the difference of the two sides has zero derivative
  have hG : ∀ w ∈ Ici (0 : ℝ), HasDerivWithinAt G 0 (Ici 0) w := by
    intro w hw
    have hp := displacement_deriv hε h hw
    have he : HasDerivWithinAt (fun u => Real.exp (-φ u / T))
        (Real.exp (-φ w / T) * (-φ' w / T)) (Ici 0) w :=
      ((h.slope w hw).neg.div_const T).exp
    have hc : T * (-φ' w / T) = -φ' w := by field_simp
    have he' : HasDerivWithinAt (fun u => T * Real.exp (-φ u / T))
        (-(φ' w * Real.exp (-φ w / T))) (Ici 0) w :=
      (he.const_mul T).congr_deriv (by linear_combination Real.exp (-φ w / T) * hc)
    exact ((hp.mul hp).sub
      ((((h.slope w hw).sub_const T).add he').const_mul (2 * ε * N))).congr_deriv (by ring)
  -- and it vanishes in the bulk
  have hlim : Tendsto G atTop (𝓝 0) := by
    have h1 := h.bulk_slope.const_mul ε
    have h2 : Tendsto (fun w => Real.exp (-φ w / T)) atTop (𝓝 (Real.exp (-0 / T))) :=
      (Real.continuous_exp.tendsto _).comp (h.bulk.neg.div_const T)
    have h3 := (h1.mul h1).sub
      (((h.bulk.sub_const T).add (h2.const_mul T)).const_mul (2 * ε * N))
    have e : ε * 0 * (ε * 0) - 2 * ε * N * (0 - T + T * Real.exp (-0 / T)) = 0 := by simp
    rw [e] at h3
    exact h3
  have hle : G z ≤ 0 := le_bulk_value hG (fun _ _ => le_rfl) hlim hz
  have hge : -G z ≤ -0 := le_bulk_value (f := fun w => -G w) (f' := fun _ => 0)
    (fun w hw => (hG w hw).neg.congr_deriv neg_zero) (fun _ _ => le_rfl) hlim.neg hz
  have h0 : ε * φ' z * (ε * φ' z)
      - 2 * ε * N * (φ z - T + T * Real.exp (-φ z / T)) = 0 :=
    le_antisymm hle (neg_le_neg_iff.mp hge)
  linear_combination h0
```

`G` is the difference of the two sides of the first integral. `hG` is the chain-rule computation showing that its derivative is zero, and `hlim` is its limit in the bulk. Applying `le_bulk_value` to `G` and to `-G` gives two inequalities, which together say `G z = 0`.

```lean
/-- For positive constants, the product of the potential of a space-charge layer and its slope is
never positive on `z ≥ 0`. -/
theorem potential_mul_slope_nonpos (hε : 0 < ε) (hN : 0 < N) (hT : 0 < T)
    (h : SpaceChargeLayer ε N T V φ φ') {z : ℝ} (hz : 0 ≤ z) : φ z * φ' z ≤ 0 := by
  refine (le_bulk_value (f := fun w => φ w * φ' w)
    (fun w hw => (h.slope w hw).mul (h.poisson w hw)) (fun w _ => ?_)
    (h.bulk.mul h.bulk_slope) hz).trans_eq (mul_zero 0)
  -- the potential and the charge density have the same sign
  have hs : 0 ≤ φ w * (1 - Real.exp (-φ w / T)) := by
    rcases le_total 0 (φ w) with hp | hp
    · have h1 : Real.exp (-φ w / T) ≤ 1 := Real.exp_le_one_iff.2
        (div_nonpos_of_nonpos_of_nonneg (neg_nonpos.2 hp) hT.le)
      exact mul_nonneg hp (sub_nonneg.2 h1)
    · have h1 : 1 ≤ Real.exp (-φ w / T) :=
        Real.one_le_exp (div_nonneg (neg_nonneg.2 hp) hT.le)
      exact mul_nonneg_of_nonpos_of_nonpos hp (sub_nonpos.2 h1)
  have h2 := mul_nonneg (div_pos hN hε).le hs
  nlinarith [mul_self_nonneg (φ' w)]
```

This is the sign argument for $\phi\phi'$. The step `hs` treats $\phi\ge0$ and $\phi\le0$ separately to show that potential and charge density agree in sign.

```lean
/-- Gauss's law: in a space-charge layer with `ε > 0`, the charge density `N (1 - exp(-φ/T))`
integrated from the surface into the bulk converges to `-ε φ'(0)`. -/
theorem gauss_law (hε : 0 < ε) (h : SpaceChargeLayer ε N T V φ φ') :
    Tendsto (fun L : ℝ => ∫ z in (0 : ℝ)..L, N * (1 - Real.exp (-φ z / T))) atTop
      (𝓝 (-(ε * φ' 0))) := by
  have hl := (h.bulk_slope.const_mul ε).sub_const (ε * φ' 0)
  rw [mul_zero, zero_sub] at hl
  refine hl.congr' ?_
  filter_upwards [eventually_ge_atTop (0 : ℝ)] with L hL
  have hφ : ContinuousOn φ (Icc 0 L) := fun z hz =>
    (h.slope z hz.1).continuousWithinAt.mono Icc_subset_Ici_self
  have hρ : ContinuousOn (fun z => N * (1 - Real.exp (-φ z / T))) (Icc 0 L) :=
    continuousOn_const.mul (continuousOn_const.sub
      (Real.continuous_exp.comp_continuousOn (hφ.neg.div_const T)))
  exact (intervalIntegral.integral_eq_sub_of_hasDerivAt_of_le (f := fun z => ε * φ' z) hL
    (fun z hz => (displacement_deriv hε h hz.1).continuousWithinAt.mono Icc_subset_Ici_self)
    (fun z hz => (displacement_deriv hε h hz.1.le).hasDerivAt (Ici_mem_nhds hz.1))
    (hρ.intervalIntegrable_of_Icc hL)).symm
```

The fundamental theorem of calculus on $[0,L]$ gives $\varepsilon\phi'(L)-\varepsilon\phi'(0)$, and the first term vanishes as $L\to\infty$. The quantity `-(ε * φ' 0)` is thereby identified as the integrated space charge.

```lean
/-- For positive constants and `V > 0`, the charge per area `-ε φ'(0)` of a space-charge layer
equals `√(2 ε N (V - T + T exp(-V/T)))`. -/
theorem surface_charge (hε : 0 < ε) (hN : 0 < N) (hT : 0 < T) (hV : 0 < V)
    (h : SpaceChargeLayer ε N T V φ φ') : -(ε * φ' 0) = sheetCharge ε N T V := by
  have h1 := first_integral hε hT h le_rfl
  have h2 := potential_mul_slope_nonpos hε hN hT h le_rfl
  rw [h.surface] at h1 h2
  have h3 : φ' 0 ≤ 0 := by
    by_contra hc
    exact absurd h2 (not_le_of_gt (mul_pos hV (not_le.mp hc)))
  have h4 : 0 ≤ -(ε * φ' 0) := by nlinarith [mul_nonneg hε.le (neg_nonneg.2 h3)]
  unfold sheetCharge
  rw [← h1, ← neg_sq (ε * φ' 0), Real.sqrt_sq h4]
```

For $V>0$ the product inequality at the surface forces `φ' 0 ≤ 0`. The first integral then gives the square of a non-negative number, and taking the root yields `sheetCharge`.

## Capacitance and its asymptote

```lean
/-- For positive constants and `V > 0`, the radicand of the charge per area is positive. -/
theorem radicand_pos (hε : 0 < ε) (hN : 0 < N) (hT : 0 < T) (hV : 0 < V) :
    0 < 2 * ε * N * (V - T + T * Real.exp (-V / T)) := by
  have hx : -V / T ≠ 0 := div_ne_zero (neg_ne_zero.2 hV.ne') hT.ne'
  have h1 := mul_lt_mul_of_pos_left (Real.add_one_lt_exp hx) hT
  have hc : T * (-V / T) = -V := by field_simp
  have h2 : 0 < V - T + T * Real.exp (-V / T) := by linarith [mul_add T (-V / T) 1]
  positivity
```

The strict inequality $e^y>1+y$ at $y=-V/T\neq0$ keeps the radicand away from zero, where the square root has no derivative.

```lean
/-- Capacitance: for positive constants and a family of layers, one for each `V > 0`, the
surface charge has derivative `ε N (1 - exp(-V/T)) / Q(V)` with respect to `V`. -/
theorem capacitance {φ φ' : ℝ → ℝ → ℝ} (hε : 0 < ε) (hN : 0 < N) (hT : 0 < T)
    (h : ∀ U > 0, SpaceChargeLayer ε N T U (φ U) (φ' U)) (hV : 0 < V) :
    HasDerivAt (fun U => -(ε * φ' U 0))
      (ε * N * (1 - Real.exp (-V / T)) / sheetCharge ε N T V) V := by
  have he : HasDerivAt (fun U : ℝ => Real.exp (-U / T))
      (Real.exp (-V / T) * (-1 / T)) V := ((hasDerivAt_id V).neg.div_const T).exp
  have hc : T * (-1 / T) = -1 := by field_simp
  have hin : HasDerivAt (fun U : ℝ => 2 * ε * N * (U - T + T * Real.exp (-U / T)))
      (2 * (ε * N * (1 - Real.exp (-V / T)))) V :=
    ((((hasDerivAt_id V).sub_const T).add (he.const_mul T)).const_mul
      (2 * ε * N)).congr_deriv
        (by linear_combination 2 * ε * N * Real.exp (-V / T) * hc)
  have hQ : HasDerivAt (sheetCharge ε N T)
      (ε * N * (1 - Real.exp (-V / T)) / sheetCharge ε N T V) V := by
    refine (hin.sqrt (radicand_pos hε hN hT hV).ne').congr_deriv ?_
    change 2 * (ε * N * (1 - Real.exp (-V / T))) / (2 * sheetCharge ε N T V) = _
    rw [mul_div_mul_left _ _ two_ne_zero]
  refine hQ.congr_of_eventuallyEq ?_
  filter_upwards [Ioi_mem_nhds hV] with U hU
  exact surface_charge hε hN hT hU (h U hU)
```

Here `φ` and `φ'` take an extra argument: `φ U` is the potential profile whose surface value is `U`, so `U` is a band bending here and not the electrode potential of the fit. The function being differentiated is the integrated space charge per area of these solutions, so the capacitance is not postulated through a formula. `hin` differentiates the radicand and `hQ` its root. The result passes to the actual charge because the two functions agree for all `U` near `V`.

The hypothesis `h` supplies a solution for every positive surface potential. Existence is assumed, not derived; informally, such profiles follow by integrating the first-order equation for $\phi'$ that the first integral provides.

```lean
/-- Exact deviation of `1/C²` from the line `2 (V - T)/(ε N)` at `V > 0`, for positive constants and
a family of layers, one for each positive surface potential. Here `C` is the derivative of the
charge per area `-ε φ'(0)` with respect to the surface potential. -/
theorem deviation {φ φ' : ℝ → ℝ → ℝ} (hε : 0 < ε) (hN : 0 < N) (hT : 0 < T)
    (h : ∀ U > 0, SpaceChargeLayer ε N T U (φ U) (φ' U)) (hV : 0 < V) :
    1 / (deriv (fun U => -(ε * φ' U 0)) V) ^ 2 - 2 * (V - T) / (ε * N) =
      2 / (ε * N) * ((T * Real.exp (-V / T)
        + (V - T) * Real.exp (-V / T) * (2 - Real.exp (-V / T)))
          / (1 - Real.exp (-V / T)) ^ 2) := by
  have hQ : sheetCharge ε N T V ^ 2 = 2 * ε * N * (V - T + T * Real.exp (-V / T)) :=
    Real.sq_sqrt (radicand_pos hε hN hT hV).le
  have hx : Real.exp (-V / T) < 1 :=
    Real.exp_lt_one_iff.2 (div_neg_of_neg_of_pos (neg_lt_zero.2 hV) hT)
  rw [(capacitance hε hN hT h hV).deriv, div_pow, one_div_div, hQ]
  generalize Real.exp (-V / T) = x at hx ⊢
  have hx' : 1 - x ≠ 0 := (sub_pos.2 hx).ne'
  field_simp
  ring
```

The derivative from `capacitance` and the square of `sheetCharge` are inserted. Writing `x` for the exponential leaves the algebraic identity of the hand derivation, with `1 - x` nonzero because $V>0$.

```lean
/-- Mott-Schottky line: for positive constants and a family of layers, one for each `V > 0`,
the capacitance `C = dQ/dV` of the surface charge `Q = -ε φ'(0)` satisfies
`1/C² - 2 (V - T)/(ε N) → 0` as `V` grows. -/
theorem mott_schottky {φ φ' : ℝ → ℝ → ℝ} (hε : 0 < ε) (hN : 0 < N) (hT : 0 < T)
    (h : ∀ U > 0, SpaceChargeLayer ε N T U (φ U) (φ' U)) :
    Tendsto (fun V => 1 / (deriv (fun U => -(ε * φ' U 0)) V) ^ 2
      - 2 * (V - T) / (ε * N)) atTop (𝓝 0) := by
  have u : Tendsto (fun V : ℝ => V / T) atTop atTop := tendsto_id.atTop_div_const hT
  have hx : Tendsto (fun V : ℝ => Real.exp (-V / T)) atTop (𝓝 0) :=
    (Real.tendsto_exp_neg_atTop_nhds_zero.comp u).congr (fun V => by simp [neg_div])
  -- the exponential also beats the linear growth of the line
  have hvx : Tendsto (fun V : ℝ => V * Real.exp (-V / T)) atTop (𝓝 (T * 0)) :=
    (((Real.tendsto_pow_mul_exp_neg_atTop_nhds_zero 1).comp u).const_mul T).congr
      (fun V => by
        have hc : T * (V / T) = V := by field_simp
        simp only [Function.comp_apply, pow_one, neg_div]
        rw [← mul_assoc, hc])
  have hnum := (hx.const_mul T).add ((hvx.sub (hx.const_mul T)).mul (hx.const_sub 2))
  have hl := (hnum.div ((hx.const_sub 1).pow 2) (by norm_num)).const_mul (2 / (ε * N))
  have e : 2 / (ε * N) * ((T * 0 + (T * 0 - T * 0) * (2 - 0)) / (1 - 0) ^ 2) = 0 := by
    simp
  rw [e] at hl
  refine hl.congr' ?_
  filter_upwards [eventually_gt_atTop (0 : ℝ)] with V hV
  rw [deviation hε hN hT h hV]
  simp only [Pi.div_apply]
  ring

end

end MottSchottky
```

`hx` and `hvx` are the limits $x\to0$ and $Vx\to0$. They are combined into the limit of the right-hand side of `deviation`, which equals the required difference for every $V>0$, and therefore for all sufficiently large $V$.

```lean
#print axioms MottSchottky.gauss_law
#print axioms MottSchottky.mott_schottky
```

```
'MottSchottky.gauss_law' depends on axioms: [propext, Classical.choice, Quot.sound]
'MottSchottky.mott_schottky' depends on axioms: [propext, Classical.choice, Quot.sound]
```
